# Finitely many negative-frequency Dirac modes: energy bounded below with anticommutators, unbounded below with $[d,d^\dagger]=1$

## One mode, two ladders

When the free Dirac field is expanded in modes, a negative-frequency mode of energy $E>0$ contributes $-E\,d\,d^\dagger$ to the Hamiltonian, where $d^\dagger$ is meant to create an antiparticle. Whether this energy has a floor depends on the algebra of $d$ and $d^\dagger$.

Take first a mode with two states, $d|1\rangle=|0\rangle$ and $d|0\rangle=0$. Then $d\,d^\dagger$ is $1$ on $|0\rangle$ and $0$ on $|1\rangle$, so the energies are $-E$ and $0$. Adding the constant $E$ makes them $0$ and $E$: an empty mode and one antiparticle of positive energy.

Now let $d^\dagger$ be the raising operator of an oscillator. On the $n$-th state $d\,d^\dagger$ is $n+1$, and the energies are $-E,-2E,-3E,\dots$ Each added quantum lowers the energy, and the ladder has no end.

The general statements below use the algebraic relations, together with adjointness or a vacuum vector where stated, and no explicit list of states. They give the energy argument for quantizing the Dirac field with anticommutators, for a non-interacting field and, in the fermionic case, finitely many modes. Lorentz invariance and locality play no part.

In Lean 4 with Mathlib:

```lean
import Mathlib

open scoped InnerProductSpace

namespace DiracFieldQuantization

noncomputable section

/-! Energy of the negative-frequency modes of the Dirac field under
anticommutation and commutation rules. On a nonzero space the commutator relations need
infinite dimension; an instance (oscillator ladder operators on finite-particle states) is not constructed here. -/

variable {V : Type*} [NormedAddCommGroup V] [InnerProductSpace ℂ V]
```

## Adjoint operators and the mode Hamiltonian

The states form a complex inner-product space $V$, not assumed complete. The adjoint $d^\dagger$ is written $d'$ and is a second linear map satisfying $\langle du,v\rangle=\langle u,d'v\rangle$ for all $u,v$. The inner product is linear in its second argument, as in Dirac notation.

```lean
/-- The operators `d` and `d'` are adjoint to each other: `⟨d u, v⟩ = ⟨u, d' v⟩`. -/
def MutuallyAdjoint (d d' : Module.End ℂ V) : Prop :=
  ∀ u v : V, ⟪d u, v⟫_ℂ = ⟪u, d' v⟫_ℂ
```

`Module.End ℂ V` is the type of linear maps from $V$ to itself, with composition as product. One mode has $H=-E\,d\,d'$, with $E$ real; its sign is specified only in the theorems that need it.

```lean
/-- The Hamiltonian `-E d d'` of one negative-frequency mode. -/
def modeHamiltonian (E : ℝ) (d d' : Module.End ℂ V) : Module.End ℂ V :=
  -((E : ℂ) • (d * d'))
```

For modes labelled by a finite index set `ι`, the Hamiltonian is $H=-\sum_k E_k\,d_k d'_k$. The positive-frequency part of the Dirac Hamiltonian is left out. Passing to the field itself would require infinitely many modes, for which the constant $\sum_k E_k$ diverges.

```lean
/-- The Hamiltonian of finitely many negative-frequency modes, the sum of `-E d d'`. -/
def seaHamiltonian {ι : Type*} [Fintype ι] (E : ι → ℝ) (d d' : ι → Module.End ℂ V) :
    Module.End ℂ V :=
  ∑ k, modeHamiltonian (E k) (d k) (d' k)
```

## Energy as a squared norm

Moving one operator across the inner product gives

$$\langle v,d\,d'v\rangle=\overline{\langle d\,d'v,v\rangle}=\overline{\langle d'v,d'v\rangle}=\|d'v\|^2,\qquad
\langle v,d'd\,v\rangle=\langle dv,dv\rangle=\|dv\|^2 .$$

In the proof `inner_conj_symm` supplies the conjugation, and the hypothesis `h` moves the operator.

```lean
/-- For mutually adjoint `d` and `d'`, the expectation values of `d d'` and `d' d` are
the squared norms of `d' v` and `d v`. -/
theorem inner_products {d d' : Module.End ℂ V} (h : MutuallyAdjoint d d') (v : V) :
    ⟪v, d (d' v)⟫_ℂ = ((‖d' v‖ ^ 2 : ℝ) : ℂ) ∧
      ⟪v, d' (d v)⟫_ℂ = ((‖d v‖ ^ 2 : ℝ) : ℂ) := by
  constructor
  · rw [← inner_conj_symm v (d (d' v)), h (d' v) v, inner_conj_symm]
    simp [inner_self_eq_norm_sq_to_K]
  · rw [← h v (d v)]
    simp [inner_self_eq_norm_sq_to_K]
```

Multiplying the first identity by $-E$ gives $\langle v,Hv\rangle=-E\|d'v\|^2$. For $E>0$ the energy is therefore never positive, and the question is how large $\|d'v\|$ can become at fixed $\|v\|$.

```lean
/-- For mutually adjoint `d` and `d'`, the energy expectation of one mode is
`-E ‖d' v‖²`. -/
theorem mode_energy {d d' : Module.End ℂ V} (h : MutuallyAdjoint d d') (E : ℝ) (v : V) :
    ⟪v, modeHamiltonian E d d' v⟫_ℂ = ((-E * ‖d' v‖ ^ 2 : ℝ) : ℂ) := by
  rw [modeHamiltonian, LinearMap.neg_apply, LinearMap.smul_apply, Module.End.mul_apply,
    inner_neg_right, inner_smul_right, (inner_products h v).1]
  push_cast
  ring
```

## Anticommutators supply the floor

Suppose $d_kd'_k+d'_kd_k=1$ for each mode. Taking the expectation value in $v$ gives $\|d'_kv\|^2+\|d_kv\|^2=\|v\|^2$, so

$$-E_k\|d'_kv\|^2=E_k\|d_kv\|^2-E_k\|v\|^2 .$$

Summing over modes and moving the last term to the left,

$$\Big\langle v,\Big(H+\sum_kE_k\Big)v\Big\rangle=\sum_kE_k\|d_kv\|^2 .$$

In the proof, `h2` is the balance of norms, `linear_combination` multiplies it by $-E_k$, and the closing lines carry out the sum. Neither $d_k^2=0$ nor any relation between different modes is assumed, although Dirac modes satisfy both.

```lean
section Fermi

variable {ι : Type*} [Fintype ι] {E : ι → ℝ} {d d' : ι → Module.End ℂ V}

/-- If `d` and `d'` of each mode are mutually adjoint with anticommutator one, the energy
counted from `-∑ E` has expectation value `∑ E ‖d v‖²`. -/
theorem fermi_energy (h : ∀ k, MutuallyAdjoint (d k) (d' k))
    (hcar : ∀ k, d k * d' k + d' k * d k = 1) (v : V) :
    ⟪v, seaHamiltonian E d d' v + ((∑ k, E k : ℝ) : ℂ) • v⟫_ℂ =
      ((∑ k, E k * ‖d k v‖ ^ 2 : ℝ) : ℂ) := by
  have hs : ⟪v, v⟫_ℂ = ((‖v‖ ^ 2 : ℝ) : ℂ) := by simp [inner_self_eq_norm_sq_to_K]
  -- the anticommutator trades `d d'` for `1 - d' d` in each mode
  have hk : ∀ k, ⟪v, modeHamiltonian (E k) (d k) (d' k) v⟫_ℂ =
      ((E k * ‖d k v‖ ^ 2 - E k * ‖v‖ ^ 2 : ℝ) : ℂ) := by
    intro k
    have h1 := congrArg (fun w => ⟪v, w⟫_ℂ) (LinearMap.congr_fun (hcar k) v)
    simp only [LinearMap.add_apply, Module.End.mul_apply, Module.End.one_apply,
      inner_add_right, (inner_products (h k) v).1, (inner_products (h k) v).2, hs] at h1
    have h2 : ‖d' k v‖ ^ 2 + ‖d k v‖ ^ 2 = ‖v‖ ^ 2 := by exact_mod_cast h1
    rw [mode_energy (h k)]
    refine congrArg Complex.ofReal ?_
    linear_combination (-E k) * h2
  rw [inner_add_right, inner_smul_right, hs, seaHamiltonian, LinearMap.sum_apply, inner_sum,
    Finset.sum_congr rfl (fun k _ => hk k), ← Complex.ofReal_sum, ← Complex.ofReal_mul,
    ← Complex.ofReal_add]
  refine congrArg Complex.ofReal ?_
  rw [Finset.sum_sub_distrib, ← Finset.sum_mul]
  ring
```

If every $E_k\ge0$, the right-hand side is a sum of nonnegative terms. For a unit vector this says $\langle H\rangle\ge-\sum_kE_k$. The theorem speaks of the real part, which loses nothing, since the preceding identity shows the expectation value to be real.

```lean
/-- Anticommutators make the energy bounded below: for mutually adjoint `d`, `d'` with
anticommutator one in each mode and `E ≥ 0`, the expectation of `H + ∑ E` is nonnegative. -/
theorem fermi_bounded_below (h : ∀ k, MutuallyAdjoint (d k) (d' k))
    (hcar : ∀ k, d k * d' k + d' k * d k = 1) (hE : ∀ k, 0 ≤ E k) (v : V) :
    0 ≤ (⟪v, seaHamiltonian E d d' v + ((∑ k, E k : ℝ) : ℂ) • v⟫_ℂ).re := by
  rw [fermi_energy h hcar, Complex.ofReal_re]
  exact Finset.sum_nonneg fun k _ => mul_nonneg (hE k) (sq_nonneg _)
```

If every $E_k>0$, the sum vanishes only when each term does, that is, when $d_kv=0$ for all $k$. The states at the floor are exactly those without antiparticles. The theorem characterises such vectors but doesn't promise a nonzero one: on $V=\mathbb C$, the choice $d=d'=1/\sqrt2$ satisfies the anticommutator and annihilates only zero.

```lean
/-- For mutually adjoint `d`, `d'` with anticommutator one in each mode and every `E > 0`, the
expectation of `H + ∑ E` vanishes exactly on the vectors annihilated by every `d`. -/
theorem fermi_minimum_iff (h : ∀ k, MutuallyAdjoint (d k) (d' k))
    (hcar : ∀ k, d k * d' k + d' k * d k = 1) (hE : ∀ k, 0 < E k) (v : V) :
    ⟪v, seaHamiltonian E d d' v + ((∑ k, E k : ℝ) : ℂ) • v⟫_ℂ = 0 ↔ ∀ k, d k v = 0 := by
  rw [fermi_energy h hcar, Complex.ofReal_eq_zero,
    Finset.sum_eq_zero_iff_of_nonneg fun k _ => mul_nonneg (hE k).le (sq_nonneg _)]
  simp [fun k => (hE k).ne']

end Fermi
```

## The two-level mode satisfies the relations

The opening example returns in coordinates, with $x_0$ and $x_1$ the amplitudes of $|0\rangle$ and $|1\rangle$. The operator $d$ sends $(x_0,x_1)$ to $(x_1,0)$.

```lean
/-- The lowering operator `(x₀, x₁) ↦ (x₁, 0)` of a two-level system. -/
def lower : Module.End ℂ (EuclideanSpace ℂ (Fin 2)) where
  toFun x := !₂[x 1, 0]
  map_add' x y := by ext i; fin_cases i <;> simp
  map_smul' c x := by ext i; fin_cases i <;> simp
```

Its adjoint sends $(x_0,x_1)$ to $(0,x_0)$.

```lean
/-- The raising operator `(x₀, x₁) ↦ (0, x₀)` of a two-level system. -/
def raise : Module.End ℂ (EuclideanSpace ℂ (Fin 2)) where
  toFun x := !₂[0, x 0]
  map_add' x y := by ext i; fin_cases i <;> simp
  map_smul' c x := by ext i; fin_cases i <;> simp
```

Both sides of the adjointness relation equal $\bar u_1v_0$. Moreover $d\,d'x=(x_0,0)$ and $d'd\,x=(0,x_1)$, which add up to $x$. The proof checks the same components, so the fermionic hypotheses are satisfied by a nonzero space with one mode.

```lean
/-- The two-level lowering and raising operators are mutually adjoint and have
anticommutator one. -/
theorem fermi_witness : MutuallyAdjoint lower raise ∧ lower * raise + raise * lower = 1 := by
  constructor
  · intro u v
    simp [lower, raise, PiLp.inner_apply, Fin.sum_univ_two]
  · refine LinearMap.ext fun x => ?_
    ext i
    fin_cases i <;> simp [lower, raise]
```

## With $[d,d']=1$ each quantum lowers the energy

Let $d\,d'-d'd=1$, and let $v_0\neq0$ satisfy $dv_0=0$. The commutator gives $d\,d'w=w+d'd\,w$ for every $w$. From this follows, by induction on $m$,

$$d\,(d')^{m+1}v_0=(m+1)(d')^mv_0 .$$

For $m=0$ it reads $d\,d'v_0=v_0$. In the induction step,

$$d\,(d')^{m+2}v_0=(d')^{m+1}v_0+d'\big(d\,(d')^{m+1}v_0\big)=(m+2)(d')^{m+1}v_0 .$$

Applying $-E$ to the identity at $m=n$ gives $H(d')^nv_0=-E(n+1)(d')^nv_0$. These vectors are nonzero: if $(d')^{m+1}v_0$ vanished, then so would $(m+1)(d')^mv_0$, and the previous vector with it. In the proof `hc` is the rearranged commutator and `hlow` the induction.

Adjointness isn't used here, and the theorem gives no norms. If it is added and $v_0$ is a unit vector, the same identity yields $\|(d')^nv_0\|^2=n!$, so the normalised states are $(d')^nv_0/\sqrt{n!}$.

```lean
section Bose

variable {d d' : Module.End ℂ V}

/-- If `[d, d'] = 1` and `d` annihilates a nonzero `v₀`, then each `(d')ⁿ v₀` is a nonzero
eigenvector of `-E d d'` with energy `-E (n + 1)`. -/
theorem bose_ladder (hcomm : d * d' - d' * d = 1) {v₀ : V} (hd : d v₀ = 0) (hv : v₀ ≠ 0)
    (E : ℝ) (n : ℕ) :
    (d' ^ n) v₀ ≠ 0 ∧ modeHamiltonian E d d' ((d' ^ n) v₀) =
      ((-(E * (n + 1)) : ℝ) : ℂ) • (d' ^ n) v₀ := by
  have hc : ∀ w, d (d' w) = w + d' (d w) := fun w => by
    have h1 := LinearMap.congr_fun hcomm w
    simp only [LinearMap.sub_apply, Module.End.mul_apply, Module.End.one_apply] at h1
    exact sub_eq_iff_eq_add.mp h1
  -- `d` takes one quantum away, with weight `n + 1`
  have hlow : ∀ m : ℕ, d (d' ((d' ^ m) v₀)) = ((m : ℂ) + 1) • (d' ^ m) v₀ := by
    intro m
    induction m with
    | zero => simp [hc, hd]
    | succ m ih =>
      rw [hc, pow_succ', Module.End.mul_apply, ih, map_smul]
      push_cast
      module
  constructor
  · induction n with
    | zero => simpa using hv
    | succ m ih =>
      intro h0
      rw [pow_succ', Module.End.mul_apply] at h0
      have h1 := hlow m
      rw [h0, map_zero] at h1
      exact (smul_ne_zero (Nat.cast_add_one_ne_zero m) ih) h1.symm
  · rw [modeHamiltonian, LinearMap.neg_apply, LinearMap.smul_apply, Module.End.mul_apply,
      hlow n]
    push_cast
    module
```

## The instability needs no vacuum

The energy is unbounded below even if no nonzero vector is annihilated by $d$. With adjointness, the commutator gives

$$\|d'v\|^2-\|dv\|^2=\|v\|^2 .$$

Suppose that $\|d'v\|^2\le K\|v\|^2$ for all $v$, with some real $K$. Applying both relations to $d'v$ gives

$$\|d\,d'v\|^2=\|d'd'v\|^2-\|d'v\|^2\le(K-1)\|d'v\|^2 .$$

By the Cauchy–Schwarz inequality $\|d'v\|^2=\langle v,d\,d'v\rangle\le\|v\|\,\|d\,d'v\|$, and squaring yields

$$\|d'v\|^4\le(K-1)\|v\|^2\|d'v\|^2 .$$

For $v\ne0$ the balance makes $\|d'v\|^2$ positive, so it can be divided out, leaving $\|d'v\|^2\le(K-1)\|v\|^2$. The bound has improved by one. Starting from $K=M$ and repeating $n>M$ times makes it negative, which is impossible for a nonzero vector.

In the proof `hbal` is the balance, `step` the repeated improvement, and `le_of_mul_le_mul_right` the division. `Nontrivial V` says that a nonzero vector exists.

Every linear map on a finite-dimensional space is bounded, so a nonzero $V$ with these relations is infinite-dimensional. The physical example is the space of finite-particle oscillator states, which is not constructed here.

```lean
/-- On a nonzero space, if `d` and `d'` are mutually adjoint and `[d, d'] = 1`, then `d'` is
an unbounded operator. -/
theorem raising_unbounded [Nontrivial V] (h : MutuallyAdjoint d d')
    (hcomm : d * d' - d' * d = 1) (M : ℝ) : ∃ v : V, M * ‖v‖ ^ 2 < ‖d' v‖ ^ 2 := by
  by_contra hcon
  simp only [not_exists, not_lt] at hcon
  have hbal : ∀ v : V, ‖d' v‖ ^ 2 - ‖d v‖ ^ 2 = ‖v‖ ^ 2 := by
    intro v
    have hs : ⟪v, v⟫_ℂ = ((‖v‖ ^ 2 : ℝ) : ℂ) := by simp [inner_self_eq_norm_sq_to_K]
    have h1 := congrArg (fun w => ⟪v, w⟫_ℂ) (LinearMap.congr_fun hcomm v)
    simp only [LinearMap.sub_apply, Module.End.mul_apply, Module.End.one_apply,
      inner_sub_right, (inner_products h v).1, (inner_products h v).2, hs] at h1
    exact_mod_cast h1
  -- any bound improves itself by one, again and again
  have step : ∀ n : ℕ, ∀ v : V, ‖d' v‖ ^ 2 ≤ (M - n) * ‖v‖ ^ 2 := by
    intro n
    induction n with
    | zero => simpa using hcon
    | succ n ih =>
      intro v
      by_cases hv : v = 0
      · simp [hv]
      have hpos : 0 < ‖v‖ ^ 2 := pow_pos (norm_pos_iff.mpr hv) 2
      have hw : 0 < ‖d' v‖ ^ 2 := by nlinarith [hbal v, sq_nonneg ‖d v‖]
      have hdw : ‖d (d' v)‖ ^ 2 ≤ (M - (n + 1)) * ‖d' v‖ ^ 2 := by
        linarith [ih (d' v), hbal (d' v)]
      have cs := norm_inner_le_norm (𝕜 := ℂ) v (d (d' v))
      rw [(inner_products h v).1, Complex.norm_real, Real.norm_of_nonneg hw.le] at cs
      have cs2 := pow_le_pow_left₀ hw.le cs 2
      have hm := mul_le_mul_of_nonneg_left hdw hpos.le
      push_cast
      refine le_of_mul_le_mul_right ?_ hw
      linarith
  obtain ⟨v, hv⟩ := exists_ne (0 : V)
  obtain ⟨n, hn⟩ := exists_nat_gt M
  have hpos : 0 < ‖v‖ ^ 2 := pow_pos (norm_pos_iff.mpr hv) 2
  have hneg := mul_neg_of_neg_of_pos (sub_neg.mpr hn) hpos
  linarith [step n v, sq_nonneg ‖d' v‖]
```

Let $E>0$ and let $C$ be any real number. The last result with $M=C/E$ provides a $v$ with $\|d'v\|^2>(C/E)\|v\|^2$. Its normalised version $u=v/\|v\|$ has energy $-E\|d'u\|^2<-C$. No constant added to the Hamiltonian can repair this.

```lean
/-- Commutators make the energy unbounded below: on a nonzero space with `d`, `d'` mutually
adjoint, `[d, d'] = 1` and `E > 0`, some unit vector has energy below any given `-C`. -/
theorem bose_unbounded_below [Nontrivial V] (h : MutuallyAdjoint d d')
    (hcomm : d * d' - d' * d = 1) {E : ℝ} (hE : 0 < E) (C : ℝ) :
    ∃ v : V, ‖v‖ = 1 ∧ (⟪v, modeHamiltonian E d d' v⟫_ℂ).re < -C := by
  obtain ⟨v, hv⟩ := raising_unbounded h hcomm (C / E)
  have hv0 : v ≠ 0 := by
    rintro rfl
    simp at hv
  have hn : 0 < ‖v‖ := norm_pos_iff.mpr hv0
  -- normalise the vector
  refine ⟨((‖v‖⁻¹ : ℝ) : ℂ) • v, ?_, ?_⟩
  · rw [norm_smul, Complex.norm_real, norm_inv, norm_norm, inv_mul_cancel₀ hn.ne']
  · rw [mode_energy h, Complex.ofReal_re, map_smul, norm_smul, Complex.norm_real, norm_inv,
      norm_norm]
    have h1 : C / E < (‖v‖⁻¹ * ‖d' v‖) ^ 2 := by
      rw [mul_pow, inv_pow, inv_mul_eq_div, lt_div_iff₀ (by positivity)]
      exact hv
    rw [div_lt_iff₀ hE] at h1
    linarith
```

## The opposite sign excludes the vacuum

In the Dirac field $d'$ stands where an annihilation operator would ordinarily stand, so the canonical field commutator gives this mode $[d,d']=-1$. If $dv_0=0$, the expectation value of that relation in $v_0$ is

$$\|d'v_0\|^2=-\|v_0\|^2 .$$

The left side is nonnegative and the right side nonpositive, so both vanish and $v_0=0$. In a space with positive norms there is then no state free of antiparticles. The proof obtains this equation as `h2` and concludes from the signs of the squares.

Exchanging the roles of $d$ and $d'$ allows a vacuum annihilated by $d'$, but the ladder calculation then gives the energies $0,-E,-2E,\dots$, again without a floor.

```lean
/-- If `d` and `d'` are mutually adjoint and `[d, d'] = -1`, the only vector annihilated by
`d` is zero. -/
theorem no_vacuum (h : MutuallyAdjoint d d') (hcomm : d * d' - d' * d = -1) {v₀ : V}
    (hd : d v₀ = 0) : v₀ = 0 := by
  have hs : ⟪v₀, v₀⟫_ℂ = ((‖v₀‖ ^ 2 : ℝ) : ℂ) := by simp [inner_self_eq_norm_sq_to_K]
  have h1 := congrArg (fun w => ⟪v₀, w⟫_ℂ) (LinearMap.congr_fun hcomm v₀)
  simp only [LinearMap.sub_apply, LinearMap.neg_apply, Module.End.mul_apply,
    Module.End.one_apply, hd, map_zero, sub_zero, inner_neg_right,
    (inner_products h v₀).1, hs] at h1
  have h2 : ‖d' v₀‖ ^ 2 = -‖v₀‖ ^ 2 := by exact_mod_cast h1
  have h3 : ‖v₀‖ ^ 2 = 0 := by linarith [sq_nonneg ‖d' v₀‖, sq_nonneg ‖v₀‖]
  exact norm_eq_zero.mp (pow_eq_zero_iff two_ne_zero |>.mp h3)

end Bose

end

end DiracFieldQuantization
```

```lean
#print axioms DiracFieldQuantization.fermi_bounded_below
#print axioms DiracFieldQuantization.bose_ladder
#print axioms DiracFieldQuantization.bose_unbounded_below
#print axioms DiracFieldQuantization.no_vacuum
```

```
'DiracFieldQuantization.fermi_bounded_below' depends on axioms: [propext, Classical.choice, Quot.sound]
'DiracFieldQuantization.bose_ladder' depends on axioms: [propext, Classical.choice, Quot.sound]
'DiracFieldQuantization.bose_unbounded_below' depends on axioms: [propext, Classical.choice, Quot.sound]
'DiracFieldQuantization.no_vacuum' depends on axioms: [propext, Classical.choice, Quot.sound]
```
